# Surface values fix the overlap of an R-matrix pole state with a solution at another energy in the same potential

## Can the pole amplitude be read off at the boundary?

I treat the inner region as the closed interval $[0,a]$ and take derivatives at its two ends from inside, so nothing is assumed about the wave functions beyond $a$. Let $u$ and $F$ be real radial functions in the same real potential $V$, in atomic units:

$$-\tfrac12u''+Vu=E_ku,\qquad -\tfrac12F''+VF=EF,$$

with $u(0)=F(0)=0$, $u'(a)=0$ and $E_k\neq E$. Then I expect

$$\int_0^a uF\,dx=\frac{u(a)F'(a)}{2(E_k-E)}.$$

Can this be made rigorous and checked by machine, with every condition visible?

## Integrating the Wronskian over the inner region

Yes. Set $W=uF'-u'F$. The terms $u'F'$ cancel on differentiation, and the two equations give $u''=2(V-E_k)u$ and $F''=2(V-E)F$. Hence

$$W'=uF''-u''F=2(V-E)uF-2(V-E_k)uF=2(E_k-E)uF.$$

Both functions vanish at the origin, so $W(0)=0$, and integration gives

$$2(E_k-E)\int_0^a uF\,dx=u(a)F'(a)-u'(a)F(a).$$

The last term vanishes because $u'(a)=0$. Dividing by $2(E_k-E)\neq0$ gives the formula. Here is the Lean file:

```lean
import Mathlib

open Set

namespace RMatrixPoleAmplitude

noncomputable section

/-- `u`, with first derivative `u'`, solves the radial Schrödinger equation
`-u''/2 + V u = E u` on `[0, a]` and vanishes at the origin. -/
structure IsRadialSolution (V : ℝ → ℝ) (a E : ℝ) (u u' : ℝ → ℝ) : Prop where
  origin : u 0 = 0
  hasDeriv : ∀ x ∈ Icc 0 a, HasDerivWithinAt u (u' x) (Icc 0 a) x
  schrodinger : ∀ x ∈ Icc 0 a, ∃ d : ℝ,
    HasDerivWithinAt u' d (Icc 0 a) x ∧ -d / 2 + V x * u x = E * u x

/-- The overlap integral of two real radial functions over the inner region `[0, a]`. -/
def overlap (a : ℝ) (f g : ℝ → ℝ) : ℝ := ∫ x in (0 : ℝ)..a, f x * g x

/-- The Wronskian `u F' - u' F` of two radial functions. -/
def wronskian (u u' F F' : ℝ → ℝ) (x : ℝ) : ℝ := u x * F' x - u' x * F x

/-- The single-channel R-matrix `F(a) / F'(a)` at the surface `a`, for `F'(a) ≠ 0`. -/
def rMatrix (a : ℝ) (F F' : ℝ → ℝ) : ℝ := F a / F' a

variable {V : ℝ → ℝ} {a Ek E : ℝ} {u u' F F' : ℝ → ℝ}

/-- For two solutions in the same potential, the Wronskian changes at the rate
`2 (Ek - E) u F`. -/
theorem wronskian_hasDeriv (hu : IsRadialSolution V a Ek u u')
    (hF : IsRadialSolution V a E F F') {x : ℝ} (hx : x ∈ Icc 0 a) :
    HasDerivWithinAt (wronskian u u' F F') (2 * (Ek - E) * (u x * F x)) (Icc 0 a) x := by
  obtain ⟨d, hd, ed⟩ := hu.schrodinger x hx
  obtain ⟨e, he, ee⟩ := hF.schrodinger x hx
  have h := ((hu.hasDeriv x hx).mul he).sub (hd.mul (hF.hasDeriv x hx))
  refine h.congr_deriv ?_
  -- the potential cancels between the two equations
  linear_combination (-2 * u x) * ee + (2 * F x) * ed

/-- The overlap of two solutions, times twice their energy difference, equals their
Wronskian at the surface. -/
theorem overlap_eq_surface_wronskian (ha : 0 ≤ a) (hu : IsRadialSolution V a Ek u u')
    (hF : IsRadialSolution V a E F F') :
    2 * (Ek - E) * overlap a u F = u a * F' a - u' a * F a := by
  have hcu : ContinuousOn u (Icc 0 a) := fun x hx => (hu.hasDeriv x hx).continuousWithinAt
  have hcF : ContinuousOn F (Icc 0 a) := fun x hx => (hF.hasDeriv x hx).continuousWithinAt
  have hcW : ContinuousOn (wronskian u u' F F') (Icc 0 a) :=
    fun x hx => (wronskian_hasDeriv hu hF hx).continuousWithinAt
  have hint : IntervalIntegrable (fun x => 2 * (Ek - E) * (u x * F x))
      MeasureTheory.volume 0 a :=
    (continuousOn_const.mul (hcu.mul hcF)).intervalIntegrable_of_Icc ha
  -- integrate the derivative of the Wronskian over the inner region
  have key := intervalIntegral.integral_eq_sub_of_hasDerivAt_of_le ha hcW
    (fun x hx => (wronskian_hasDeriv hu hF (Ioo_subset_Icc_self hx)).hasDerivAt
      (Icc_mem_nhds hx.1 hx.2)) hint
  rw [intervalIntegral.integral_const_mul] at key
  simp only [wronskian, hu.origin, hF.origin, zero_mul, mul_zero, sub_zero] at key
  exact key

/-- **R-matrix pole amplitude.** The overlap of a pole state `u` (with `u'(a) = 0`) and a
solution `F` at another energy is `u(a) F'(a) / (2 (Ek - E))`. -/
theorem pole_amplitude (ha : 0 ≤ a) (hu : IsRadialSolution V a Ek u u')
    (hF : IsRadialSolution V a E F F') (hsurf : u' a = 0) (hne : Ek ≠ E) :
    overlap a u F = u a * F' a / (2 * (Ek - E)) := by
  have key := overlap_eq_surface_wronskian ha hu hF
  rw [eq_div_iff (mul_ne_zero two_ne_zero (sub_ne_zero.2 hne))]
  linear_combination key - F a * hsurf

/-- Two pole states with different energies are orthogonal on the inner region. -/
theorem pole_states_orthogonal (ha : 0 ≤ a) (hu : IsRadialSolution V a Ek u u')
    (hF : IsRadialSolution V a E F F') (hsurf : u' a = 0) (hsurf' : F' a = 0)
    (hne : Ek ≠ E) : overlap a u F = 0 := by
  rw [pole_amplitude ha hu hF hsurf hne, hsurf', mul_zero, zero_div]

/-- If the series of pole-state surface values `w k a`, with the overlaps of `w k` and `F` as
coefficients, sums to `F a`, then `F a` is also the sum over `k` of `(w k a)² / (2 (ε k - E)) * F'
a`. -/
theorem surface_pole_expansion {ι : Type*} {ε : ι → ℝ} {w w' : ι → ℝ → ℝ} (ha : 0 ≤ a)
    (hw : ∀ k, IsRadialSolution V a (ε k) (w k) (w' k)) (hsurf : ∀ k, w' k a = 0)
    (hF : IsRadialSolution V a E F F') (hne : ∀ k, ε k ≠ E)
    (hexp : HasSum (fun k => overlap a (w k) F * w k a) (F a)) :
    HasSum (fun k => (w k a) ^ 2 / (2 * (ε k - E)) * F' a) (F a) := by
  have e : (fun k => (w k a) ^ 2 / (2 * (ε k - E)) * F' a)
      = fun k => overlap a (w k) F * w k a := by
    funext k
    rw [pole_amplitude ha (hw k) hF (hsurf k) (hne k)]
    ring
  rw [e]
  exact hexp

/-- The difference of the R-matrix at two energies is twice the energy difference times the
overlap of the two solutions, divided by the product of their surface derivatives. -/
theorem rMatrix_sub (ha : 0 ≤ a) (hu : IsRadialSolution V a Ek u u')
    (hF : IsRadialSolution V a E F F') (hu' : u' a ≠ 0) (hF' : F' a ≠ 0) :
    rMatrix a u u' - rMatrix a F F' = 2 * (Ek - E) * overlap a u F / (u' a * F' a) := by
  rw [overlap_eq_surface_wronskian ha hu hF]
  unfold rMatrix
  rw [div_sub_div _ _ hu' hF']

/-- For zero potential and `a = π/2`, `sin x` is a pole state at energy `1/2`, `x` is a
solution at energy `0`, and their overlap is `1`. -/
theorem pole_amplitude_witness :
    IsRadialSolution 0 (Real.pi / 2) (1 / 2) Real.sin Real.cos ∧
    Real.cos (Real.pi / 2) = 0 ∧
    IsRadialSolution 0 (Real.pi / 2) 0 (fun x => x) (fun _ => 1) ∧
    overlap (Real.pi / 2) Real.sin (fun x => x) = 1 := by
  have h1 : IsRadialSolution 0 (Real.pi / 2) (1 / 2) Real.sin Real.cos :=
    { origin := Real.sin_zero
      hasDeriv := fun x _ => (Real.hasDerivAt_sin x).hasDerivWithinAt
      schrodinger := fun x _ => ⟨-Real.sin x, (Real.hasDerivAt_cos x).hasDerivWithinAt, by
        rw [Pi.zero_apply]; ring⟩ }
  have h2 : IsRadialSolution 0 (Real.pi / 2) 0 (fun x => x) (fun _ => 1) :=
    { origin := rfl
      hasDeriv := fun x _ => (hasDerivAt_id' x).hasDerivWithinAt
      schrodinger := fun x _ => ⟨0, (hasDerivAt_const x (1 : ℝ)).hasDerivWithinAt, by simp⟩ }
  refine ⟨h1, Real.cos_pi_div_two, h2, ?_⟩
  -- the value follows from the pole amplitude formula
  rw [pole_amplitude (by positivity) h1 h2 Real.cos_pi_div_two (by norm_num)]
  norm_num [Real.sin_pi_div_two]

end

end RMatrixPoleAmplitude
```

```lean
#print axioms RMatrixPoleAmplitude.pole_states_orthogonal
#print axioms RMatrixPoleAmplitude.surface_pole_expansion
#print axioms RMatrixPoleAmplitude.rMatrix_sub
```

```
'RMatrixPoleAmplitude.pole_states_orthogonal' depends on axioms: [propext, Classical.choice, Quot.sound]
'RMatrixPoleAmplitude.surface_pole_expansion' depends on axioms: [propext, Classical.choice, Quot.sound]
'RMatrixPoleAmplitude.rMatrix_sub' depends on axioms: [propext, Classical.choice, Quot.sound]
```

**What the statement says.** `IsRadialSolution V a E u u'` means that $u(0)=0$, that `u'` is the derivative of `u` on $[0,a]$, and that `u'` has a derivative `d` at each point satisfying the Schrödinger equation. `HasDerivWithinAt` on `Icc 0 a` expresses the one-sided derivatives at the ends. In `pole_amplitude`, `hsurf` is the surface condition $u'(a)=0$ that defines a pole state, and `hne` says that the energies differ.

Continuity of $V$ is not a hypothesis, but the equation is imposed at every point of $[0,a]$. This excludes a finite step in $V$, as in a square well, at an interior point where $u\neq0$: there $u''$ would have to jump, and then $u'$ has no derivative at the step. The equation is also imposed at $x=0$, where, for $a>0$, $u(0)=0$ forces $u''(0)=0$. This excludes the usual s-wave solutions in a Coulomb potential, for which $Vu$ has a nonzero limit at the origin, and p-waves with their centrifugal term, which start as $x^2$.

The formula holds for any normalisation of $u$. In R-matrix treatments of scattering and photoionisation, such overlaps with normalised pole states are the expansion coefficients of the continuum function; the result here concerns one particle in one channel with a local real potential.

**How the proof runs.** `wronskian_hasDeriv` applies the product rule, and its `linear_combination` step adds $-2u$ times the equation for $F$ to $2F$ times the equation for $u$, which removes $V$. `overlap_eq_surface_wronskian` then uses the fundamental theorem of calculus. The integrand is continuous because $u$ and $F$ are differentiable, and the boundary values at the origin remove $W(0)$. Finally, `pole_amplitude` inserts $u'(a)=0$ and divides by the energy difference.

Three consequences follow:

- `pole_states_orthogonal` sets $F'(a)=0$ as well, so the overlap of two pole states with different energies is zero.
- `rMatrix_sub` divides the surface identity by $u'(a)F'(a)$, with both derivatives nonzero. It gives the difference of two R-matrix values, in the convention $R=F(a)/F'(a)$ without a factor $1/a$.
- `surface_pole_expansion` substitutes the amplitudes into an expansion of $F(a)$ in pole states. The convergence of that expansion to $F(a)$ is the hypothesis `hexp`, which is assumed and not derived. Its coefficients are the bare overlaps, as is usual for normalised pole states.

**A concrete pair.** `pole_amplitude_witness` takes $V=0$ and $a=\pi/2$, with $u=\sin x$ at energy $1/2$ and $F=x$ at energy $0$. The formula gives $1\cdot1/(2\cdot\tfrac12)=1$. Since $\int_0^{\pi/2}\sin^2x\,dx=\pi/4$, the normalised pole state is $(2/\sqrt\pi)\sin x$, and its overlap with $x$ is $2/\sqrt\pi$.

**Without the surface condition.** Exchange the roles in this example: $u=x$ at energy $0$ and $F=\sin x$ at energy $1/2$. Now $u'(a)=1$ and $F'(a)=0$, so the formula would give $0$, while the overlap is still $1$. What is missing is the term $-u'(a)F(a)=-1$ in the numerator; divided by $2(E_k-E)=-1$, it gives the overlap $1$.

**An inner region of zero length.** The theorems allow $a=0$. The integral is then zero, and so is the right-hand side, because $u(a)=u(0)=0$.
